# A Grüneisen bound on sorted phonon eigenvalues that survives band crossings

Suppose two squared phonon frequencies depend on the volume \(V\) as \(1/V\) and \(1/V^2\). They cross at \(V=1\). A diagonalisation routine that returns eigenvalues in ascending order gives a lowest level equal to \(1/V\) before the crossing and \(1/V^2\) after it. Its slope at \(V=1\) is \(-1\) from the left and \(-2\) from the right, so it has no derivative there. An argument that differentiates a sorted level at every volume does not apply at this point as it stands. The crossing needs separate treatment, for instance by integrating on each side and joining the pieces by continuity. A bound on the whole dynamical matrix makes it possible to compare sorted levels without differentiating them.

## From a matrix inequality to every level

Let \(D(V)\) be a real symmetric \(n\times n\) dynamical matrix, differentiable for \(V>0\), with eigenvalues \(\lambda_0(V)\le\dots\le\lambda_{n-1}(V)\). For a real number \(a\), define
\[
G(V) = -V D'(V) - 2a\,D(V).
\]
The claim is that if \(G(V)\) is positive semidefinite for every \(V>0\), then \(V^{2a}\lambda_k(V)\) is nonincreasing for every \(k\).

The number \(a\) is a lower bound on Grüneisen parameters. For a nondegenerate mode with \(\lambda=\omega^2>0\) and normalised eigenvector \(e\), first-order perturbation theory gives
\[
\gamma = -\frac{d\ln\omega}{d\ln V} = -\frac{V\, e\cdot D'e}{2\lambda},
\]
and \(e\cdot Ge\ge 0\) says that \(\gamma\ge a\). When there are several modes the hypothesis can ask for more than this, because it constrains all displacements and not only the eigenvectors.

**One fixed displacement.** Take a vector \(x\) that does not depend on \(V\), and set \(f(V)=x\cdot D(V)x\). Then
\[
\frac{d}{dV}\left[V^{2a}f\right] = V^{2a-1}\left(2a f+V f'\right) = -V^{2a-1}\,x\cdot G(V)x \le 0 .
\]
For \(0<V\le W\) it follows that
\[
W^{2a}\,x\cdot D(W)x \le V^{2a}\,x\cdot D(V)x .
\]
No eigenvector has been differentiated.

**From displacements to eigenvalues.** Write \(A=D(W)\) and \(B=D(V)\), with orthonormal eigenvectors \(u_i\) and \(w_i\) in ascending order of their eigenvalues \(\lambda_i(A)\) and \(\lambda_i(B)\). Require
\[
u_i\cdot x=0 \ \ (i<k), \qquad w_i\cdot x=0 \ \ (i>k).
\]
These are \(k+(n-1-k)=n-1\) linear conditions on \(n\) unknowns, so some \(x\ne0\) satisfies them. For this \(x\),
\[
x\cdot Ax=\sum_{i\ge k}\lambda_i(A)(u_i\cdot x)^2\ge\lambda_k(A)\,x\cdot x,
\]
\[
x\cdot Bx=\sum_{i\le k}\lambda_i(B)(w_i\cdot x)^2\le\lambda_k(B)\,x\cdot x .
\]
Combining these with the inequality for a fixed displacement gives
\[
W^{2a}\lambda_k(A)\,x\cdot x\le W^{2a}\,x\cdot Ax\le V^{2a}\,x\cdot Bx\le V^{2a}\lambda_k(B)\,x\cdot x .
\]
Division by \(x\cdot x>0\) proves the claim. Positive definiteness of \(D\) was not used, so negative eigenvalues are allowed here.

## Sorted levels and the gap matrix in Lean

```lean
import Mathlib

open Matrix Set

namespace GruneisenBandBounds

noncomputable section

variable {n : ℕ}
```

The sorted eigenvalue \(\lambda_k\) is `band hA k`, where `hA` is the proof that the matrix is Hermitian, which for real entries means symmetric. The index type `Fin n` runs from 0 to \(n-1\), and degenerate levels are repeated.

```lean
/-- The `k`-th eigenvalue (squared frequency) of a real symmetric dynamical matrix,
counted with multiplicity in ascending order. -/
def band {A : Matrix (Fin n) (Fin n) ℝ} (hA : A.IsHermitian) (k : Fin n) : ℝ :=
  hA.eigenvalues (Tuple.sort hA.eigenvalues k)
```

The matrix \(G\) is `gruneisenGap`. It takes \(D\) and \(D'\) as separate arguments; a hypothesis of the main theorem makes the second the derivative of the first.

```lean
/-- The matrix `-V D' - 2a D`, which compares the volume response of the dynamical matrix
with a Grueneisen parameter `a`. -/
def gruneisenGap (a V : ℝ) (D D' : Matrix (Fin n) (Fin n) ℝ) : Matrix (Fin n) (Fin n) ℝ :=
  -(V • D') - (2 * a) • D
```

## A displacement shared by two matrices

The first lemma supplies the sums over normal modes. It reorders Mathlib's orthonormal eigenvector basis to match `band`, expands both scalar products by Parseval's identity, and uses the symmetry of \(A\) to get \(u_i\cdot Ax=\lambda_i\,u_i\cdot x\).

```lean
/-- The squared length and the harmonic quadratic form of any displacement are sums over
normal modes, taken in the order of the sorted eigenvalues. -/
theorem normal_mode_expansion {A : Matrix (Fin n) (Fin n) ℝ} (hA : A.IsHermitian) :
    ∃ u : Fin n → Fin n → ℝ, ∀ x : Fin n → ℝ,
      x ⬝ᵥ x = ∑ i, (u i ⬝ᵥ x) ^ 2 ∧
      x ⬝ᵥ A *ᵥ x = ∑ i, band hA i * (u i ⬝ᵥ x) ^ 2 := by
  obtain ⟨b, hb⟩ : ∃ b : OrthonormalBasis (Fin n) ℝ (EuclideanSpace ℝ (Fin n)),
      ∀ i, A *ᵥ (b i).ofLp = band hA i • (b i).ofLp := by
    refine ⟨hA.eigenvectorBasis.reindex (Tuple.sort hA.eigenvalues).symm, fun i => ?_⟩
    rw [OrthonormalBasis.reindex_apply, Equiv.symm_symm]
    exact hA.mulVec_eigenvectorBasis _
  have hin : ∀ u v : EuclideanSpace ℝ (Fin n), inner ℝ u v = u.ofLp ⬝ᵥ v.ofLp := by
    intro u v
    simp [PiLp.inner_apply, dotProduct, mul_comm]
  have parseval : ∀ x y : Fin n → ℝ,
      x ⬝ᵥ y = ∑ i, ((b i).ofLp ⬝ᵥ x) * ((b i).ofLp ⬝ᵥ y) := by
    intro x y
    have h := b.sum_inner_mul_inner (WithLp.toLp 2 x) (WithLp.toLp 2 y)
    simp only [hin] at h
    refine Eq.trans h.symm (Finset.sum_congr rfl fun i _ => ?_)
    show (x ⬝ᵥ (b i).ofLp) * ((b i).ofLp ⬝ᵥ y) = _
    rw [dotProduct_comm x]
  have hT : Aᵀ = A := Matrix.ext fun i j => by simpa using hA.apply i j
  refine ⟨fun i => (b i).ofLp, fun x => ⟨?_, ?_⟩⟩
  · rw [parseval x x]
    exact Finset.sum_congr rfl fun i _ => (sq _).symm
  · rw [parseval x (A *ᵥ x)]
    refine Finset.sum_congr rfl fun i _ => ?_
    -- symmetry moves the matrix onto the eigenvector
    have h : (b i).ofLp ⬝ᵥ A *ᵥ x = band hA i * ((b i).ofLp ⬝ᵥ x) := by
      rw [Matrix.dotProduct_mulVec, ← Matrix.mulVec_transpose, hT, hb, smul_dotProduct,
        smul_eq_mul]
    rw [h]
    ring
```

The counting of conditions becomes a determinant. The square matrix `M` has the low modes of \(A\) as its rows above \(k\), zeros in row \(k\), and the high modes of \(B\) below. The zero row makes its determinant vanish, so `M` annihilates a nonzero vector. The two bounds then follow term by term: a term is either zero by construction or ordered by the sorting.

```lean
/-- For two symmetric matrices `A`, `B` and any `k` there is a nonzero displacement `x` such that
`x·Ax` is at least the `k`-th level of `A` times `x·x`, and `x·Bx` is at most the `k`-th level of
`B` times `x·x`. -/
theorem common_trial_displacement {A B : Matrix (Fin n) (Fin n) ℝ}
    (hA : A.IsHermitian) (hB : B.IsHermitian) (k : Fin n) :
    ∃ x : Fin n → ℝ, 0 < x ⬝ᵥ x ∧ band hA k * (x ⬝ᵥ x) ≤ x ⬝ᵥ A *ᵥ x ∧
      x ⬝ᵥ B *ᵥ x ≤ band hB k * (x ⬝ᵥ x) := by
  obtain ⟨u, hu⟩ := normal_mode_expansion hA
  obtain ⟨w, hw⟩ := normal_mode_expansion hB
  have monoA : Monotone (band hA) := Tuple.monotone_sort hA.eigenvalues
  have monoB : Monotone (band hB) := Tuple.monotone_sort hB.eigenvalues
  -- low modes of A, high modes of B, and a zero row at k: only n - 1 constraints
  obtain ⟨M, hM⟩ : ∃ M : Matrix (Fin n) (Fin n) ℝ,
      ∀ i, M i = if i < k then u i else if k < i then w i else 0 :=
    ⟨fun i => if i < k then u i else if k < i then w i else 0, fun _ => rfl⟩
  have hdet : M.det = 0 := Matrix.det_eq_zero_of_row_eq_zero k fun j => by simp [hM]
  obtain ⟨x, hx0, hx⟩ := Matrix.exists_mulVec_eq_zero_iff.2 hdet
  have hrow : ∀ i, M i ⬝ᵥ x = 0 := fun i => congrFun hx i
  refine ⟨x, ?_, ?_, ?_⟩
  · exact lt_of_le_of_ne (Finset.sum_nonneg fun i _ => mul_self_nonneg _)
      (Ne.symm fun h => hx0 (dotProduct_self_eq_zero.1 h))
  · rw [(hu x).2, (hu x).1, Finset.mul_sum]
    refine Finset.sum_le_sum fun i _ => ?_
    by_cases h : i < k
    · have h0 := hrow i
      rw [hM, if_pos h] at h0
      simp [h0]
    · exact mul_le_mul_of_nonneg_right (monoA (not_lt.1 h)) (sq_nonneg _)
  · rw [(hw x).2, (hw x).1, Finset.mul_sum]
    refine Finset.sum_le_sum fun i _ => ?_
    by_cases h : k < i
    · have h0 := hrow i
      rw [hM, if_neg (by omega), if_pos h] at h0
      simp [h0]
    · exact mul_le_mul_of_nonneg_right (monoB (not_lt.1 h)) (sq_nonneg _)
```

The chain of inequalities is the next lemma, with nonnegative factors \(p\) and \(q\) in place of \(W^{2a}\) and \(V^{2a}\). For \(p=q=1\) it is Weyl's monotonicity principle for eigenvalues.

```lean
/-- An inequality between harmonic quadratic forms scaled by nonnegative factors, valid for all
displacements, holds for the equally scaled sorted eigenvalues. -/
theorem scaled_band_le {A B : Matrix (Fin n) (Fin n) ℝ} (hA : A.IsHermitian)
    (hB : B.IsHermitian) {p q : ℝ} (hp : 0 ≤ p) (hq : 0 ≤ q)
    (h : ∀ x : Fin n → ℝ, p * (x ⬝ᵥ A *ᵥ x) ≤ q * (x ⬝ᵥ B *ᵥ x)) (k : Fin n) :
    p * band hA k ≤ q * band hB k := by
  obtain ⟨x, hx, h1, h2⟩ := common_trial_displacement hA hB k
  refine le_of_mul_le_mul_right ?_ hx
  have h3 := mul_le_mul_of_nonneg_left h1 hp
  have h4 := mul_le_mul_of_nonneg_left h2 hq
  linarith [h x]
```

## Differentiating at fixed displacement

The scalar calculus comes next. The product rule gives the derivative of \(V^{2a}f\), the identity `e` splits off one factor of \(V\), and a nonpositive derivative on the positive half-line gives a nonincreasing function.

```lean
/-- If a differentiable function of volume satisfies `-V f' - 2a f ≥ 0`, then `V^(2a) f(V)`
is nonincreasing for positive volumes. -/
theorem scaled_antitone {a : ℝ} {f f' : ℝ → ℝ}
    (hf : ∀ V, 0 < V → HasDerivAt f (f' V) V)
    (h : ∀ V, 0 < V → 0 ≤ -(V * f' V) - 2 * a * f V) :
    AntitoneOn (fun V => V ^ (2 * a) * f V) (Ioi 0) := by
  have hd : ∀ V : ℝ, 0 < V → HasDerivAt (fun V => V ^ (2 * a) * f V)
      (2 * a * V ^ (2 * a - 1) * f V + V ^ (2 * a) * f' V) V := fun V hV =>
    (Real.hasDerivAt_rpow_const (Or.inl hV.ne')).fun_mul (hf V hV)
  refine antitoneOn_of_deriv_nonpos (convex_Ioi 0)
    (fun V hV => (hd V hV).continuousAt.continuousWithinAt) ?_ ?_
  · rw [interior_Ioi]
    exact fun V hV => (hd V hV).differentiableAt.differentiableWithinAt
  · rw [interior_Ioi]
    intro V hV
    have hV' : 0 < V := hV
    have e : V ^ (2 * a) = V ^ (2 * a - 1) * V := by
      rw [Real.rpow_sub_one hV'.ne', div_mul_cancel₀ _ hV'.ne']
    rw [(hd V hV').deriv, e]
    have := mul_nonneg (Real.rpow_nonneg hV'.le (2 * a - 1)) (h V hV')
    linarith
```

Two short lemmas connect this to matrices. The first differentiates \(x\cdot D(V)x\) entry by entry, and the second writes \(x\cdot Gx\) as \(-V\,x\cdot D'x-2a\,x\cdot Dx\).

```lean
/-- If the entries of `D` have the entries of `E` as their derivatives at `V`, then the quadratic
form of `D` at a fixed `x` has the quadratic form of `E` as its derivative at `V`. -/
theorem form_hasDerivAt {D : ℝ → Matrix (Fin n) (Fin n) ℝ} {E : Matrix (Fin n) (Fin n) ℝ}
    {V : ℝ} (h : ∀ i j, HasDerivAt (fun W => D W i j) (E i j) V) (x : Fin n → ℝ) :
    HasDerivAt (fun W => x ⬝ᵥ D W *ᵥ x) (x ⬝ᵥ E *ᵥ x) V := by
  simp only [Matrix.mulVec, dotProduct]
  exact HasDerivAt.fun_sum fun i _ =>
    (HasDerivAt.fun_sum fun j _ => (h i j).mul_const (x j)).const_mul (x i)

/-- The quadratic form of the Grueneisen gap, written through those of its two matrix arguments `E`
(in the place of `D'`) and `D`. -/
theorem gap_form (a V : ℝ) (D E : Matrix (Fin n) (Fin n) ℝ) (x : Fin n → ℝ) :
    x ⬝ᵥ gruneisenGap a V D E *ᵥ x = -(V * (x ⬝ᵥ E *ᵥ x)) - 2 * a * (x ⬝ᵥ D *ᵥ x) := by
  simp only [gruneisenGap, Matrix.sub_mulVec, Matrix.neg_mulVec, Matrix.smul_mulVec,
    dotProduct_sub, dotProduct_neg, dotProduct_smul, smul_eq_mul]
```

## The bound for every sorted level

In the main theorem, `hD` states symmetry, `hder` states that each entry of \(D\) has the corresponding entry of \(D'\) as its derivative, and `hgap` states that \(x\cdot Gx\ge0\) for all \(x\). All three are required at every positive volume. The conclusion compares any two volumes \(0<V\le W\). The proof applies `scaled_band_le` with \(A=D(W)\) and \(B=D(V)\), and obtains the required inequality for each \(x\) from `scaled_antitone`.

```lean
variable {a : ℝ} {D D' : ℝ → Matrix (Fin n) (Fin n) ℝ}

/-- If `-V D' - 2a D` is positive semidefinite at every volume, then `V^(2a)` times the `k`-th
sorted eigenvalue of `D(V)` is nonincreasing in `V`, for every `k`. -/
theorem scaled_band_antitone (hD : ∀ V, 0 < V → (D V).IsHermitian)
    (hder : ∀ V, 0 < V → ∀ i j, HasDerivAt (fun W => D W i j) (D' V i j) V)
    (hgap : ∀ V, 0 < V → ∀ x, 0 ≤ x ⬝ᵥ gruneisenGap a V (D V) (D' V) *ᵥ x)
    (k : Fin n) {V W : ℝ} (hV : 0 < V) (hVW : V ≤ W) :
    W ^ (2 * a) * band (hD W (hV.trans_le hVW)) k ≤ V ^ (2 * a) * band (hD V hV) k := by
  have hW := hV.trans_le hVW
  refine scaled_band_le _ _ (Real.rpow_nonneg hW.le _) (Real.rpow_nonneg hV.le _)
    (fun x => ?_) k
  -- follow one fixed displacement, so that crossings play no role
  exact scaled_antitone (fun U hU => form_hasDerivAt (hder U hU) x)
    (fun U hU => (gap_form a U (D U) (D' U) x) ▸ hgap U hU x) hV hW hVW
```

The theorem concerns finite real symmetric matrices. This covers the zone-centre modes of a unit cell or supercell. The complex Hermitian matrix at a general wavevector is not treated directly. The sign of \(G\) is assumed; it expresses how the force constants of the material respond to volume, and is not derived from an interatomic potential.

If \(G\) is negative semidefinite, \(a\) is an upper bound on the Grüneisen parameters and the conclusion reverses. The proof applies the same calculus lemma to \(-x\cdot D(V)x\).

```lean
/-- If `-V D' - 2a D` is negative semidefinite at every volume, then `V^(2a)` times the `k`-th
sorted eigenvalue of `D(V)` is nondecreasing in `V`, for every `k`. -/
theorem scaled_band_monotone (hD : ∀ V, 0 < V → (D V).IsHermitian)
    (hder : ∀ V, 0 < V → ∀ i j, HasDerivAt (fun W => D W i j) (D' V i j) V)
    (hgap : ∀ V, 0 < V → ∀ x, x ⬝ᵥ gruneisenGap a V (D V) (D' V) *ᵥ x ≤ 0)
    (k : Fin n) {V W : ℝ} (hV : 0 < V) (hVW : V ≤ W) :
    V ^ (2 * a) * band (hD V hV) k ≤ W ^ (2 * a) * band (hD W (hV.trans_le hVW)) k := by
  have hW := hV.trans_le hVW
  refine scaled_band_le _ _ (Real.rpow_nonneg hV.le _) (Real.rpow_nonneg hW.le _)
    (fun x => ?_) k
  have h := scaled_antitone (a := a) (fun U hU => (form_hasDerivAt (hder U hU) x).fun_neg)
    (fun U hU => by
      have := hgap U hU x
      rw [gap_form] at this
      linarith) hV hW hVW
  simp only [mul_neg] at h
  linarith
```

For frequencies, the theorem takes numbers `ωV` and `ωW` whose squares are the \(k\)-th eigenvalues at the two volumes. Such real numbers exist only if those eigenvalues are nonnegative, so the \(k\)-th level must not be unstable at either volume. With `ωV` nonnegative, comparing squares gives \(W^a\omega_W\le V^a\omega_V\).

```lean
/-- If `-V D' - 2a D` is positive semidefinite at every volume, then `V^a` times the `k`-th
frequency, when the `k`-th eigenvalue is nonnegative at both volumes, does not increase from volume
`V` to a larger volume `W`. -/
theorem scaled_frequency_le (hD : ∀ V, 0 < V → (D V).IsHermitian)
    (hder : ∀ V, 0 < V → ∀ i j, HasDerivAt (fun W => D W i j) (D' V i j) V)
    (hgap : ∀ V, 0 < V → ∀ x, 0 ≤ x ⬝ᵥ gruneisenGap a V (D V) (D' V) *ᵥ x)
    (k : Fin n) {V W ωV ωW : ℝ} (hV : 0 < V) (hVW : V ≤ W) (h0 : 0 ≤ ωV)
    (h1 : ωV ^ 2 = band (hD V hV) k) (h2 : ωW ^ 2 = band (hD W (hV.trans_le hVW)) k) :
    W ^ a * ωW ≤ V ^ a * ωV := by
  have h := scaled_band_antitone hD hder hgap k hV hVW
  rw [← h1, ← h2, two_mul, Real.rpow_add hV, Real.rpow_add (hV.trans_le hVW)] at h
  have hp : 0 ≤ V ^ a * ωV := mul_nonneg (Real.rpow_nonneg hV.le a) h0
  have hs : (W ^ a * ωW) ^ 2 ≤ (V ^ a * ωV) ^ 2 := by linarith
  by_contra hlt
  nlinarith [not_le.1 hlt]
```

## Two bands that cross at \(V=1\)

The example from the opening shows that the hypotheses allow a genuine crossing. Its matrix is diagonal, with entries \(1/V\) and \(1/V^2\).

```lean
/-- A dynamical matrix with two uncoupled bands, `1/V` and `1/V²`. -/
def crossingD (V : ℝ) : Matrix (Fin 2) (Fin 2) ℝ := !![V⁻¹, 0; 0, V⁻¹ * V⁻¹]

/-- The volume derivative of the two-band dynamical matrix. -/
def crossingD' (V : ℝ) : Matrix (Fin 2) (Fin 2) ℝ :=
  !![-(V ^ 2)⁻¹, 0; 0, -2 * V⁻¹ * (V ^ 2)⁻¹]
```

The corresponding Grüneisen parameters are \(1/2\) and \(1\), so \(a=1/2\) is the natural choice. Then \(x\cdot Gx=(x_1/V)^2\), where \(x_1\) is the second component of \(x\), and this is never negative. The last two parts of the theorem record that the diagonal entries exchange order at \(V=1\).

```lean
/-- The two-band matrix is symmetric and differentiable, has a positive semidefinite gap for
`a = 1/2`, and its two diagonal entries exchange order at `V = 1`. -/
theorem crossing_witness (V : ℝ) (hV : 0 < V) :
    (crossingD V).IsHermitian ∧
    (∀ i j, HasDerivAt (fun W => crossingD W i j) (crossingD' V i j) V) ∧
    (∀ x, 0 ≤ x ⬝ᵥ gruneisenGap (1 / 2) V (crossingD V) (crossingD' V) *ᵥ x) ∧
    (V < 1 → crossingD V 0 0 < crossingD V 1 1) ∧
    (1 < V → crossingD V 1 1 < crossingD V 0 0) := by
  have hi : 0 < V⁻¹ := inv_pos.2 hV
  have hc : V * V⁻¹ = 1 := mul_inv_cancel₀ hV.ne'
  refine ⟨?_, ?_, fun x => ?_, fun h => ?_, fun h => ?_⟩
  · unfold Matrix.IsHermitian
    ext i j
    fin_cases i <;> fin_cases j <;> simp [crossingD]
  · have h1 : HasDerivAt (fun W : ℝ => W⁻¹) (-(V ^ 2)⁻¹) V := hasDerivAt_inv hV.ne'
    have h2 : HasDerivAt (fun W : ℝ => W⁻¹ * W⁻¹) (-2 * V⁻¹ * (V ^ 2)⁻¹) V :=
      (h1.fun_mul h1).congr_deriv (by ring)
    intro i j
    fin_cases i <;> fin_cases j
    · exact h1
    · exact hasDerivAt_const V (0 : ℝ)
    · exact hasDerivAt_const V (0 : ℝ)
    · exact h2
  · have e : x ⬝ᵥ gruneisenGap (1 / 2) V (crossingD V) (crossingD' V) *ᵥ x
        = (V⁻¹ * x 1) ^ 2 := by
      rw [gap_form]
      simp only [crossingD, crossingD', Matrix.mulVec, dotProduct, Fin.sum_univ_two,
        Matrix.of_apply, Matrix.cons_val_zero, Matrix.cons_val_one]
      field_simp
      ring
    rw [e]
    exact sq_nonneg _
  · show V⁻¹ < V⁻¹ * V⁻¹
    have : 1 < V⁻¹ := by nlinarith
    nlinarith
  · show V⁻¹ * V⁻¹ < V⁻¹
    have : V⁻¹ < 1 := by nlinarith
    nlinarith

end

end GruneisenBandBounds
```

```lean
#print axioms GruneisenBandBounds.scaled_band_monotone
-- 'GruneisenBandBounds.scaled_band_monotone' depends on axioms: [propext, Classical.choice, Quot.sound]
#print axioms GruneisenBandBounds.scaled_frequency_le
-- 'GruneisenBandBounds.scaled_frequency_le' depends on axioms: [propext, Classical.choice, Quot.sound]
```

By hand, \(V\lambda_0\) equals \(1\) up to the crossing and \(1/V\) beyond it, while \(V\lambda_1\) equals \(1/V\) and then \(1\). Both are nonincreasing, although each level has a kink.

## Finding \(a\) from computed force constants

In a harmonic phonon calculation with a finite real dynamical matrix, the bound can be applied without connecting bands between volumes. A central difference of matrices computed at \(V\pm h\), in the same atomic basis, approximates \(D'(V)\). If \(D(V)\) is positive definite, the largest admissible \(a\) at that volume is half the smallest eigenvalue \(\mu\) of the generalised problem
\[
-V D'(V)\,x=\mu\,D(V)\,x ,
\]
which a symmetric solver such as SciPy's `eigh(-V*dD, D)` handles directly. At the zone centre, the uniform translations have zero frequency and must be projected out first.

The Lean theorem assumes the condition at every positive volume, but the argument comparing \(V\) with \(W\) uses only the volumes between them, so it also applies on a finite range. The smallest such \(a\) over the sampled volumes is a numerical estimate for the range, since the condition is needed between the samples too. With that value, the ascending eigenvalues at successive volumes can be multiplied by \(V^{2a}\) and compared index by index. An increase beyond numerical error means that the condition fails somewhere between the two volumes, or that the matrices do not belong to one differentiable family \(D(V)\).
